# Static polarizability from a kicked dipole with finitely many transitions of positive strength: quadratic damping bias, no limit without damping

In atomic units, a single transition of strength $f>0$ and frequency $w>0$ answers a unit kick with the dipole $(f/w)\sin(wt)$, whose integral up to time $T$ is $(f/w^2)(1-\cos wT)$ and swings forever between $0$ and twice the static polarizability $f/w^2$. With a factor $e^{-gt}$, $g>0$, the integral over all positive times converges to $f/(w^2+g^2)$, which is below $f/w^2$ and close to it when $g$ is small compared with $w$.

```lean
import Mathlib

open MeasureTheory Filter Set
open scoped Topology

namespace KickPolarizability

noncomputable section

variable {ι : Type*} [Fintype ι]

/-- Dipole signal after a unit kick, for transitions with oscillator strengths `f k` and
nonzero frequencies `w k`. -/
def kickDipole (f w : ι → ℝ) (t : ℝ) : ℝ := ∑ k, f k / w k * Real.sin (w k * t)

/-- Static polarizability as a sum over transitions with nonzero frequencies `w k`. -/
def staticPolarizability (f w : ι → ℝ) : ℝ := ∑ k, f k / w k ^ 2

/-- A sine wave damped at a rate `g > 0` is integrable over positive times, and its integral
is `w / (w² + g²)`. -/
theorem damped_sine (w : ℝ) {g : ℝ} (hg : 0 < g) :
    IntegrableOn (fun t => Real.exp (-g * t) * Real.sin (w * t)) (Ioi 0) ∧
    ∫ t in Ioi (0 : ℝ), Real.exp (-g * t) * Real.sin (w * t) = w / (w ^ 2 + g ^ 2) := by
  have hbd : ∀ t x : ℝ, |x| ≤ 1 → ‖Real.exp (-g * t) * x‖ ≤ Real.exp (-g * t) := by
    intro t x hx
    rw [norm_mul, Real.norm_eq_abs, Real.norm_eq_abs, Real.abs_exp]
    exact mul_le_of_le_one_right (Real.exp_pos _).le hx
  have hint : IntegrableOn (fun t => Real.exp (-g * t) * Real.sin (w * t)) (Ioi 0) := by
    refine Integrable.mono' (exp_neg_integrableOn_Ioi 0 hg)
      (Continuous.aestronglyMeasurable (by fun_prop)) ?_
    exact Eventually.of_forall fun t => hbd t _ (Real.abs_sin_le_one _)
  refine ⟨hint, ?_⟩
  have hexp : Tendsto (fun t : ℝ => Real.exp (-g * t)) atTop (𝓝 0) :=
    Real.tendsto_exp_atBot.comp (tendsto_id.const_mul_atTop_of_neg (neg_lt_zero.2 hg))
  have hS : Tendsto (fun t => Real.exp (-g * t) * Real.sin (w * t)) atTop (𝓝 0) :=
    squeeze_zero_norm (fun t => hbd t _ (Real.abs_sin_le_one _)) hexp
  have hC : Tendsto (fun t => Real.exp (-g * t) * Real.cos (w * t)) atTop (𝓝 0) :=
    squeeze_zero_norm (fun t => hbd t _ (Real.abs_cos_le_one _)) hexp
  have hD : (w ^ 2 + g ^ 2) * (w ^ 2 + g ^ 2)⁻¹ = 1 := mul_inv_cancel₀ (by positivity)
  have hl : ∀ a x : ℝ, HasDerivAt (fun s => a * s) a x := fun a x =>
    ((hasDerivAt_id' x).const_mul a).congr_deriv (mul_one a)
  -- the explicit antiderivative, which vanishes at late times
  have hder : ∀ t ∈ Ici (0 : ℝ), HasDerivAt
      (fun t => -g / (w ^ 2 + g ^ 2) * (Real.exp (-g * t) * Real.sin (w * t))
        + -w / (w ^ 2 + g ^ 2) * (Real.exp (-g * t) * Real.cos (w * t)))
      (Real.exp (-g * t) * Real.sin (w * t)) t := by
    intro t _
    refine ((((hl (-g) t).exp.fun_mul (hl w t).sin).const_mul _).fun_add
      (((hl (-g) t).exp.fun_mul (hl w t).cos).const_mul _)).congr_deriv ?_
    linear_combination Real.exp (-g * t) * Real.sin (w * t) * hD
  rw [integral_Ioi_of_hasDerivAt_of_tendsto' hder hint ((hS.const_mul _).add (hC.const_mul _))]
  simp only [mul_zero, Real.exp_zero, Real.sin_zero, Real.cos_zero]
  ring

/-- For positive frequencies and damping `g > 0` the damped dipole signal is integrable over
positive times, and its integral is the sum of `f k / (w k² + g²)`. -/
theorem damped_dipole {f w : ι → ℝ} (hw : ∀ k, 0 < w k) {g : ℝ} (hg : 0 < g) :
    IntegrableOn (fun t => Real.exp (-g * t) * kickDipole f w t) (Ioi 0) ∧
    ∫ t in Ioi (0 : ℝ), Real.exp (-g * t) * kickDipole f w t
      = ∑ k, f k / (w k ^ 2 + g ^ 2) := by
  have heq : (fun t => Real.exp (-g * t) * kickDipole f w t) =
      fun t => ∑ k, f k / w k * (Real.exp (-g * t) * Real.sin (w k * t)) := by
    funext t
    simp only [kickDipole, Finset.mul_sum]
    exact Finset.sum_congr rfl fun k _ => by ring
  have hint : ∀ k, Integrable (fun t => f k / w k * (Real.exp (-g * t) * Real.sin (w k * t)))
      (volume.restrict (Ioi 0)) := fun k => Integrable.const_mul (damped_sine (w k) hg).1 _
  rw [heq]
  refine ⟨MeasureTheory.integrable_finsetSum _ fun k _ => hint k, ?_⟩
  rw [MeasureTheory.integral_finsetSum _ fun k _ => hint k]
  refine Finset.sum_congr rfl fun k _ => ?_
  rw [integral_const_mul, (damped_sine (w k) hg).2]
  have := (hw k).ne'
  field_simp

/-- The exact difference, static polarizability minus the integral damped at a rate `g > 0`, for
positive frequencies. -/
theorem damping_bias_eq {f w : ι → ℝ} (hw : ∀ k, 0 < w k) {g : ℝ} (hg : 0 < g) :
    staticPolarizability f w - ∫ t in Ioi (0 : ℝ), Real.exp (-g * t) * kickDipole f w t
      = g ^ 2 * ∑ k, f k / (w k ^ 2 * (w k ^ 2 + g ^ 2)) := by
  rw [(damped_dipole hw hg).2, staticPolarizability, ← Finset.sum_sub_distrib, Finset.mul_sum]
  refine Finset.sum_congr rfl fun k _ => ?_
  have h1 := (hw k).ne'
  have h2 : w k ^ 2 + g ^ 2 ≠ 0 := by positivity
  field_simp
  ring

/-- With positive strengths and frequencies and at least one transition, the integral damped at
a rate `g > 0` lies below the static polarizability, by at most `g²` times the sum of
`f k / w k⁴`. -/
theorem damping_bias_bound [Nonempty ι] {f w : ι → ℝ} (hf : ∀ k, 0 < f k)
    (hw : ∀ k, 0 < w k) {g : ℝ} (hg : 0 < g) :
    ∫ t in Ioi (0 : ℝ), Real.exp (-g * t) * kickDipole f w t < staticPolarizability f w ∧
    staticPolarizability f w - ∫ t in Ioi (0 : ℝ), Real.exp (-g * t) * kickDipole f w t
      ≤ g ^ 2 * ∑ k, f k / w k ^ 4 := by
  have hb := damping_bias_eq (f := f) hw hg
  constructor
  · have hpos : 0 < g ^ 2 * ∑ k, f k / (w k ^ 2 * (w k ^ 2 + g ^ 2)) := by
      refine mul_pos (pow_pos hg 2) (Finset.sum_pos (fun k _ => ?_) Finset.univ_nonempty)
      have h1 := hf k
      have h2 := hw k
      positivity
    linarith
  · rw [hb]
    refine mul_le_mul_of_nonneg_left (Finset.sum_le_sum fun k _ => ?_) (sq_nonneg g)
    have h2 := hw k
    rw [div_le_div_iff₀ (by positivity) (by positivity)]
    exact mul_le_mul_of_nonneg_left
      (by nlinarith [mul_nonneg (sq_nonneg (w k)) (sq_nonneg g)]) (hf k).le

/-- For positive frequencies, the damping bias divided by `g²` tends to the sum of
`f k / w k⁴` as the damping `g > 0` is removed. -/
theorem damping_bias_sharp {f w : ι → ℝ} (hw : ∀ k, 0 < w k) :
    Tendsto (fun g : ℝ => (staticPolarizability f w
      - ∫ t in Ioi (0 : ℝ), Real.exp (-g * t) * kickDipole f w t) / g ^ 2)
      (𝓝[>] 0) (𝓝 (∑ k, f k / w k ^ 4)) := by
  have hlim : Tendsto (fun g : ℝ => ∑ k, f k / (w k ^ 2 * (w k ^ 2 + g ^ 2)))
      (𝓝[>] 0) (𝓝 (∑ k, f k / w k ^ 4)) := by
    refine tendsto_finsetSum _ fun k _ => ?_
    have h := (hw k).ne'
    have hc : ContinuousAt (fun g : ℝ => f k / (w k ^ 2 * (w k ^ 2 + g ^ 2))) 0 :=
      ContinuousAt.div (by fun_prop) (by fun_prop) (by simp [h])
    have ht := hc.tendsto.mono_left (nhdsWithin_le_nhds (s := Ioi (0 : ℝ)))
    rwa [show w k ^ 2 * (w k ^ 2 + (0 : ℝ) ^ 2) = w k ^ 4 by ring] at ht
  refine hlim.congr' ?_
  filter_upwards [self_mem_nhdsWithin] with g hg
  have hg0 : 0 < g := hg
  rw [damping_bias_eq hw hg0, eq_div_iff (pow_ne_zero 2 hg0.ne')]
  exact mul_comm _ _

/-- For positive frequencies, the undamped integral up to time `T` is the sum of
`(f k / w k²) (1 - cos (w k T))`. -/
theorem undamped_integral {f w : ι → ℝ} (hw : ∀ k, 0 < w k) (T : ℝ) :
    ∫ t in (0 : ℝ)..T, kickDipole f w t = ∑ k, f k / w k ^ 2 * (1 - Real.cos (w k * T)) := by
  have hcont : Continuous (kickDipole f w) :=
    continuous_finsetSum _ fun k _ => by fun_prop
  have hder : ∀ t ∈ uIcc 0 T, HasDerivAt
      (fun t => ∑ k, f k / w k ^ 2 * (1 - Real.cos (w k * t))) (kickDipole f w t) t := by
    intro t _
    refine HasDerivAt.fun_sum fun k _ => ?_
    have hl : HasDerivAt (fun s => w k * s) (w k) t :=
      ((hasDerivAt_id' t).const_mul (w k)).congr_deriv (mul_one _)
    refine ((hl.cos.const_sub 1).const_mul _).congr_deriv ?_
    have := (hw k).ne'
    field_simp
  rw [intervalIntegral.integral_eq_sub_of_hasDerivAt hder (hcont.intervalIntegrable 0 T)]
  simp only [mul_zero, Real.cos_zero, sub_self, Finset.sum_const_zero, sub_zero]

/-- Finitely many oscillations return together: there is a sequence of times going to infinity
such that each cosine, shifted by these times, approaches its unshifted value at every `s`. -/
theorem exists_recurrence_times (w : ι → ℝ) :
    ∃ T : ℕ → ℝ, Tendsto T atTop atTop ∧ ∀ k s,
      Tendsto (fun j => Real.cos (w k * (T j + s))) atTop (𝓝 (Real.cos (w k * s))) := by
  let v : ℕ → ι → ℝ × ℝ := fun n k => (Real.cos (w k * n), Real.sin (w k * n))
  have hv : ∀ n, v n ∈ Metric.closedBall (0 : ι → ℝ × ℝ) 1 := by
    intro n
    rw [mem_closedBall_zero_iff, pi_norm_le_iff_of_nonneg zero_le_one]
    intro k
    rw [Prod.norm_def]
    exact max_le (Real.abs_cos_le_one _) (Real.abs_sin_le_one _)
  -- by compactness the phases converge along a subsequence of the integers
  obtain ⟨z, -, φ, hφ, hz⟩ := (isCompact_closedBall (0 : ι → ℝ × ℝ) 1).tendsto_subseq hv
  have hc : ∀ k, Tendsto (fun j => Real.cos (w k * (φ j : ℝ))) atTop (𝓝 (z k).1) :=
    fun k => (continuous_fst.tendsto _).comp (tendsto_pi_nhds.1 hz k)
  have hs : ∀ k, Tendsto (fun j => Real.sin (w k * (φ j : ℝ))) atTop (𝓝 (z k).2) :=
    fun k => (continuous_snd.tendsto _).comp (tendsto_pi_nhds.1 hz k)
  have hn : ∀ k, (z k).1 * (z k).1 + (z k).2 * (z k).2 = 1 := by
    intro k
    refine tendsto_nhds_unique (((hc k).mul (hc k)).add ((hs k).mul (hs k)))
      (tendsto_const_nhds.congr fun j => ?_)
    show (1 : ℝ) = Real.cos (w k * (φ j : ℝ)) * Real.cos (w k * (φ j : ℝ))
      + Real.sin (w k * (φ j : ℝ)) * Real.sin (w k * (φ j : ℝ))
    linear_combination -Real.sin_sq_add_cos_sq (w k * (φ j : ℝ))
  have hd : Tendsto (fun j : ℕ => 2 * j) atTop atTop :=
    tendsto_atTop_mono (fun j => (by omega : j ≤ 2 * j)) tendsto_id
  have hstep : ∀ m n, m + φ n ≤ φ (m + n) := by
    intro m n
    induction m with
    | zero => simp
    | succ m ih =>
      have := hφ (show m + n < m + 1 + n by omega)
      omega
  -- differences of late subsequence times are the recurrence times
  refine ⟨fun j => (φ (2 * j) : ℝ) - (φ j : ℝ), ?_, fun k s => ?_⟩
  · refine tendsto_atTop_mono (fun j => ?_) (tendsto_natCast_atTop_atTop (R := ℝ))
    have h := hstep j j
    rw [← two_mul] at h
    have h' : (j : ℝ) + (φ j : ℝ) ≤ (φ (2 * j) : ℝ) := by exact_mod_cast h
    linarith
  · have h2c : Tendsto (fun j => Real.cos (w k * (φ (2 * j) : ℝ))) atTop (𝓝 (z k).1) :=
      (hc k).comp hd
    have h2s : Tendsto (fun j => Real.sin (w k * (φ (2 * j) : ℝ))) atTop (𝓝 (z k).2) :=
      (hs k).comp hd
    have h := (((h2c.mul (hc k)).add (h2s.mul (hs k))).mul_const (Real.cos (w k * s))).sub
      (((h2s.mul (hc k)).sub (h2c.mul (hs k))).mul_const (Real.sin (w k * s)))
    have e : ((z k).1 * (z k).1 + (z k).2 * (z k).2) * Real.cos (w k * s)
        - ((z k).2 * (z k).1 - (z k).1 * (z k).2) * Real.sin (w k * s)
        = Real.cos (w k * s) := by
      linear_combination Real.cos (w k * s) * hn k
    rw [e] at h
    refine h.congr fun j => ?_
    have hx : w k * ((φ (2 * j) : ℝ) - (φ j : ℝ) + s)
        = (w k * (φ (2 * j) : ℝ) - w k * (φ j : ℝ)) + w k * s := by ring
    rw [hx, Real.cos_add, Real.cos_sub, Real.sin_sub]

/-- With positive strengths and frequencies and at least one transition, the undamped integral
of the dipole signal up to time `T` has no limit as `T` grows. -/
theorem undamped_no_limit [Nonempty ι] {f w : ι → ℝ} (hf : ∀ k, 0 < f k)
    (hw : ∀ k, 0 < w k) :
    ¬ ∃ L : ℝ, Tendsto (fun T : ℝ => ∫ t in (0 : ℝ)..T, kickDipole f w t) atTop (𝓝 L) := by
  rintro ⟨L, hL⟩
  simp only [undamped_integral hw] at hL
  obtain ⟨T, hT, hrec⟩ := exists_recurrence_times w
  -- recurrence forces a convergent integral to be constant in time
  have key : ∀ s, ∑ k, f k / w k ^ 2 * (1 - Real.cos (w k * s)) = L := fun s =>
    tendsto_nhds_unique
      (tendsto_finsetSum _ fun k _ => ((hrec k s).const_sub 1).const_mul (f k / w k ^ 2))
      (hL.comp (tendsto_atTop_add_const_right _ s hT))
  have h0 := key 0
  simp only [mul_zero, Real.cos_zero, sub_self, Finset.sum_const_zero] at h0
  -- but it is positive after half a period of any one transition
  obtain ⟨k₀⟩ := ‹Nonempty ι›
  have hpos : 0 < ∑ k, f k / w k ^ 2 * (1 - Real.cos (w k * (Real.pi / w k₀))) := by
    refine Finset.sum_pos' (fun k _ => ?_) ⟨k₀, Finset.mem_univ _, ?_⟩
    · exact mul_nonneg (div_pos (hf k) (pow_pos (hw k) 2)).le
        (sub_nonneg.2 (Real.cos_le_one _))
    · have hp : w k₀ * (Real.pi / w k₀) = Real.pi := by
        have := (hw k₀).ne'
        field_simp
      rw [hp, Real.cos_pi]
      exact mul_pos (div_pos (hf k₀) (pow_pos (hw k₀) 2)) (by norm_num)
  have h1 := key (Real.pi / w k₀)
  linarith

end

end KickPolarizability
```

```lean
#print axioms KickPolarizability.damping_bias_bound
#print axioms KickPolarizability.damping_bias_sharp
#print axioms KickPolarizability.undamped_no_limit
```

```
'KickPolarizability.damping_bias_bound' depends on axioms: [propext, Classical.choice, Quot.sound]
'KickPolarizability.damping_bias_sharp' depends on axioms: [propext, Classical.choice, Quot.sound]
'KickPolarizability.undamped_no_limit' depends on axioms: [propext, Classical.choice, Quot.sound]
```

## The signal and its two integrals

The finite type `ι` labels the transitions, and `f` and `w` give their oscillator strengths $f_k$ and frequencies $w_k$. In atomic units, `kickDipole` and `staticPolarizability` are

$$m(t)=\sum_k \frac{f_k}{w_k}\sin(w_kt),\qquad a=\sum_k\frac{f_k}{w_k^2}.$$

Here $m$ is the linear dipole response, along the field, to a pulse of unit impulse at $t=0$, and $a$ is the linear response to a constant unit field. The strengths belong to this field direction and are not averaged over directions: $f_k=2w_k|d_k|^2$, where $d_k$ is the component along the field of the transition dipole from the ground state. Both formulas are taken as definitions, not derived from a Schrödinger equation. There is no continuum and no physical decay: $g$ is a damping rate applied to the signal afterwards.

For a nonempty family with all $f_k,w_k>0$, `damping_bias_bound` states that for every $g>0$

$$0< a-\int_0^\infty e^{-gt}m(t)\,dt\le g^2\sum_k\frac{f_k}{w_k^4},$$

where the lower bound appears in Lean as a strict inequality between the integral and $a$. That the integral converges absolutely is the `IntegrableOn` part of `damped_dipole`. By `damping_bias_sharp`, the difference divided by $g^2$ tends to $\sum_k f_k/w_k^4$ as $g\to0^+$, so the constant in the bound is the best possible. Finally, `undamped_no_limit` says that, again for a nonempty finite family with all $f_k,w_k>0$, no real $L$ is the limit of $\int_0^T m(t)\,dt$ as $T\to\infty$.

For real-time electronic-structure calculations, this gives the bias due to exponential damping when the signal is a finite sum of undamped sines known for all positive times; errors from a finite propagation time or a time step are a separate matter.

## The size of the bias

For one sine, `damped_sine` uses the antiderivative

$$F(t)=-\frac{e^{-gt}\,(g\sin wt+w\cos wt)}{w^2+g^2},\qquad F'(t)=e^{-gt}\sin wt.$$

The integrand is bounded by $e^{-gt}$, hence integrable. Since $F(t)\to0$ at late times and $F(0)=-w/(w^2+g^2)$, the integral is $w/(w^2+g^2)$. Multiplying by $f_k/w_k$ and summing gives $\sum_k f_k/(w_k^2+g^2)$, which is `damped_dipole`. Subtracting from $a$ term by term,

$$\frac{f_k}{w_k^2}-\frac{f_k}{w_k^2+g^2}=\frac{g^2f_k}{w_k^2(w_k^2+g^2)},$$

gives `damping_bias_eq`. Every term is positive, and $w_k^2+g^2\ge w_k^2$ yields the upper bound. Dividing by $g^2$ and letting $g\to0^+$ in each term gives the sharp constant.

## Phases that return together

Without damping, `undamped_integral` finds

$$I(T)=\int_0^T m(t)\,dt=\sum_k\frac{f_k}{w_k^2}\,(1-\cos w_kT).$$

For one frequency, periodicity already excludes a limit. Several frequencies need not share a period, so `exists_recurrence_times` supplies a substitute. The points $(\cos w_kn,\sin w_kn)$, taken for all $k$ at once, stay in a compact set as the integer $n$ grows. Along some increasing sequence of integers $\varphi(j)$ they converge to limits $(x_k,y_k)$ with $x_k^2+y_k^2=1$. Put $T_j=\varphi(2j)-\varphi(j)\ge j$. The addition formulas give

$$\cos w_kT_j\to x_k^2+y_k^2=1,\qquad \sin w_kT_j\to y_kx_k-x_ky_k=0,$$

and therefore $\cos(w_k(T_j+s))\to\cos(w_ks)$ for every $s$.

Suppose now that $I(T)\to L$. Then $I(T_j+s)$ tends both to $L$ and to $I(s)$, so $I(s)=L$ for every $s$; this is `key` in the Lean proof. But $I(0)=0$, while at $s=\pi/w_{k_0}$, half a period of any chosen transition $k_0$, that transition contributes $2f_{k_0}/w_{k_0}^2>0$ and the others contribute nothing negative. This is a contradiction.

## A transition of zero strength

Requiring only $f_k\ge0$ would not be enough. A single transition with $f=0$ has $m=0$ and $a=0$: the damped integral equals $a$ instead of lying below it, and the undamped integral has the limit $0$. Transitions of zero strength beside at least one of positive strength do no harm: they add nothing to any of the sums, so the theorems can be applied to the remaining transitions.
